# Three conserved quantities of the Euler–Poisson equations for a heavy top

Let I be a real symmetric 3×3 matrix, c a fixed vector in ℝ³, and w(t), g(t) paths in ℝ³, differentiable at every real time t, that satisfy I w′ = (I w) × w + g × c and g′ = g × w. Then g·g, (I w)·g and w·(I w)/2 + g·c each take the same value at any two times.

```lean
import Mathlib

open Matrix

namespace HeavyTop

noncomputable section

/-- A vector of body-frame components in three dimensions. -/
abbrev Vec3 := Fin 3 → ℝ

/-- Angular momentum in the body frame, `L = I w`. -/
def bodyMomentum (I : Matrix (Fin 3) (Fin 3) ℝ) (w : Vec3) : Vec3 := I *ᵥ w

/-- The geometric integral: the squared Euclidean length of the body-frame vector `g`. -/
def geometricIntegral (g : Vec3) : ℝ := g ⬝ᵥ g

/-- The area integral: the scalar product `⟨I w, g⟩` of the angular momentum with `g`. -/
def areaIntegral (I : Matrix (Fin 3) (Fin 3) ℝ) (w g : Vec3) : ℝ := bodyMomentum I w ⬝ᵥ g

/-- The energy: kinetic part `⟨w, I w⟩ / 2` plus potential part `⟨g, c⟩`. -/
def energy (I : Matrix (Fin 3) (Fin 3) ℝ) (c w g : Vec3) : ℝ :=
  w ⬝ᵥ bodyMomentum I w / 2 + g ⬝ᵥ c

/-- The Euler-Poisson equations of a heavy top: the paths `w`, `g` have time derivatives
`w'`, `g'` with `I w' = (I w) × w + g × c` and `g' = g × w` at all times. -/
structure IsHeavyTop (I : Matrix (Fin 3) (Fin 3) ℝ) (c : Vec3) (w g w' g' : ℝ → Vec3) :
    Prop where
  deriv_w : ∀ t, HasDerivAt w (w' t) t
  deriv_g : ∀ t, HasDerivAt g (g' t) t
  euler : ∀ t, I *ᵥ w' t = bodyMomentum I (w t) ⨯₃ w t + g t ⨯₃ c
  poisson : ∀ t, g' t = g t ⨯₃ w t

/-- Product rule for the scalar product of two differentiable vector paths. -/
theorem hasDerivAt_dot {n : ℕ} {x y : ℝ → Fin n → ℝ} {x' y' : Fin n → ℝ} {t : ℝ}
    (hx : HasDerivAt x x' t) (hy : HasDerivAt y y' t) :
    HasDerivAt (fun s => x s ⬝ᵥ y s) (x' ⬝ᵥ y t + x t ⬝ᵥ y') t := by
  have h := HasDerivAt.fun_sum (u := Finset.univ)
    (fun i _ => (hasDerivAt_pi.1 hx i).fun_mul (hasDerivAt_pi.1 hy i))
  simpa only [dotProduct, Finset.sum_add_distrib] using h

/-- The time derivative of the body angular momentum `I w` is `I w'`. -/
theorem hasDerivAt_bodyMomentum (I : Matrix (Fin 3) (Fin 3) ℝ) {w : ℝ → Vec3} {w' : Vec3}
    {t : ℝ} (hw : HasDerivAt w w' t) :
    HasDerivAt (fun s => bodyMomentum I (w s)) (I *ᵥ w') t := by
  refine hasDerivAt_pi.2 fun i => ?_
  have h := hasDerivAt_dot (hasDerivAt_const t (fun j => I i j)) hw
  rw [zero_dotProduct, zero_add] at h
  exact h

variable {I : Matrix (Fin 3) (Fin 3) ℝ} {c : Vec3} {w g w' g' : ℝ → Vec3}

/-- Along a heavy-top motion the squared length of `g` has zero time derivative. -/
theorem geometricIntegral_rate (h : IsHeavyTop I c w g w' g') (t : ℝ) :
    HasDerivAt (fun s => geometricIntegral (g s)) 0 t := by
  refine (hasDerivAt_dot (h.deriv_g t) (h.deriv_g t)).congr_deriv ?_
  -- `g × w` is orthogonal to `g`
  rw [h.poisson t, dotProduct_comm (g t ⨯₃ w t), dot_self_cross, add_zero]

/-- Along a heavy-top motion `⟨I w, g⟩` has zero time derivative, for any matrix `I`. -/
theorem areaIntegral_rate (h : IsHeavyTop I c w g w' g') (t : ℝ) :
    HasDerivAt (fun s => areaIntegral I (w s) (g s)) 0 t := by
  refine (hasDerivAt_dot (hasDerivAt_bodyMomentum I (h.deriv_w t))
    (h.deriv_g t)).congr_deriv ?_
  rw [h.euler t, h.poisson t]
  -- the two triple products of `L`, `w`, `g` cancel and the torque is orthogonal to `g`
  generalize bodyMomentum I (w t) = L
  simp [dotProduct, cross_apply, Fin.sum_univ_three]
  ring

/-- Along a heavy-top motion with symmetric `I` the energy has zero time derivative. -/
theorem energy_rate (hI : I.IsSymm) (h : IsHeavyTop I c w g w' g') (t : ℝ) :
    HasDerivAt (fun s => energy I c (w s) (g s)) 0 t := by
  have hk := (hasDerivAt_dot (h.deriv_w t)
    (hasDerivAt_bodyMomentum I (h.deriv_w t))).div_const 2
  have hp := hasDerivAt_dot (h.deriv_g t) (hasDerivAt_const t c)
  refine (hk.fun_add hp).congr_deriv ?_
  -- symmetry moves `I` from `w` onto `w'`
  have hs : w' t ⬝ᵥ bodyMomentum I (w t) = w t ⬝ᵥ I *ᵥ w' t := by
    unfold bodyMomentum
    rw [Matrix.dotProduct_mulVec, ← Matrix.mulVec_transpose, hI.eq, dotProduct_comm]
  rw [hs, h.euler t, h.poisson t]
  -- the power of the torque cancels the change of potential energy
  generalize bodyMomentum I (w t) = L
  simp [dotProduct, cross_apply, Fin.sum_univ_three]
  ring

/-- For symmetric `I`, the quantities `|g|²`, `⟨I w, g⟩` and `⟨w, I w⟩ / 2 + ⟨g, c⟩` each take
the same value at any two times of a heavy-top motion. -/
theorem heavyTop_invariants (hI : I.IsSymm) (h : IsHeavyTop I c w g w' g') (s t : ℝ) :
    geometricIntegral (g s) = geometricIntegral (g t) ∧
    areaIntegral I (w s) (g s) = areaIntegral I (w t) (g t) ∧
    energy I c (w s) (g s) = energy I c (w t) (g t) := by
  have key : ∀ f : ℝ → ℝ, (∀ x, HasDerivAt f 0 x) → f s = f t := fun f hf =>
    is_const_of_deriv_eq_zero (fun x => (hf x).differentiableAt) (fun x => (hf x).deriv) s t
  exact ⟨key _ (geometricIntegral_rate h), key _ (areaIntegral_rate h),
    key _ (energy_rate hI h)⟩

/-- Lagrange top: for `I = diag(A, A, C)` and `c` along the third axis, the third component
of the body angular momentum takes the same value at any two times. -/
theorem lagrange_top_axial_momentum {A C l : ℝ}
    (h : IsHeavyTop !![A, 0, 0; 0, A, 0; 0, 0, C] ![0, 0, l] w g w' g') (s t : ℝ) :
    bodyMomentum !![A, 0, 0; 0, A, 0; 0, 0, C] (w s) 2
      = bodyMomentum !![A, 0, 0; 0, A, 0; 0, 0, C] (w t) 2 := by
  have hd : ∀ x, HasDerivAt
      (fun y => bodyMomentum !![A, 0, 0; 0, A, 0; 0, 0, C] (w y) 2) 0 x := by
    intro x
    refine (hasDerivAt_pi.1 (hasDerivAt_bodyMomentum _ (h.deriv_w x)) 2).congr_deriv ?_
    rw [h.euler x]
    -- gyroscopic and gravity torques have no axial component
    have h0 : bodyMomentum !![A, 0, 0; 0, A, 0; 0, 0, C] (w x) 0 = A * w x 0 := by
      simp [bodyMomentum, Matrix.mulVec, dotProduct, Fin.sum_univ_three]
    have h1 : bodyMomentum !![A, 0, 0; 0, A, 0; 0, 0, C] (w x) 1 = A * w x 1 := by
      simp [bodyMomentum, Matrix.mulVec, dotProduct, Fin.sum_univ_three]
    generalize bodyMomentum !![A, 0, 0; 0, A, 0; 0, 0, C] (w x) = L at h0 h1 ⊢
    simp [cross_apply, h0, h1]
    ring
  exact is_const_of_deriv_eq_zero (fun x => (hd x).differentiableAt)
    (fun x => (hd x).deriv) s t

/-- The motion `w = (cos t, -sin t, 1)`, `g = (cos t, -sin t, 0)` solves the heavy-top
equations for `I = 1` and `c = (0, 0, 1)`. -/
theorem heavyTop_witness :
    IsHeavyTop 1 ![0, 0, 1]
      (fun t => ![Real.cos t, -Real.sin t, 1]) (fun t => ![Real.cos t, -Real.sin t, 0])
      (fun t => ![-Real.sin t, -Real.cos t, 0]) (fun t => ![-Real.sin t, -Real.cos t, 0]) := by
  have hd : ∀ b t : ℝ, HasDerivAt (fun s => (![Real.cos s, -Real.sin s, b] : Vec3))
      ![-Real.sin t, -Real.cos t, 0] t := by
    intro b t
    refine hasDerivAt_pi.2 fun i => ?_
    fin_cases i
    · exact Real.hasDerivAt_cos t
    · exact (Real.hasDerivAt_sin t).fun_neg
    · exact hasDerivAt_const t b
  refine ⟨hd 1, hd 0, fun t => ?_, fun t => ?_⟩
  · unfold bodyMomentum
    rw [Matrix.one_mulVec, Matrix.one_mulVec, cross_self, zero_add]
    ext i
    fin_cases i <;> simp [cross_apply]
  · ext i
    fin_cases i <;> simp [cross_apply, mul_comm]

end

end HeavyTop
```
```lean
#print axioms HeavyTop.heavyTop_invariants
-- 'HeavyTop.heavyTop_invariants' depends on axioms: [propext, Classical.choice, Quot.sound]
#print axioms HeavyTop.lagrange_top_axial_momentum
-- 'HeavyTop.lagrange_top_axial_momentum' depends on axioms: [propext, Classical.choice, Quot.sound]
```

## The statements in words

Vectors are triples of components, `Vec3 := Fin 3 → ℝ`, indexed 0, 1, 2, and the same indices are used below. The symbols `⬝ᵥ`, `⨯₃` and `*ᵥ` are the scalar product, the cross product and the matrix–vector product. With L = I w, which is `bodyMomentum I w`, the three quantities are

G = g·g  (`geometricIntegral`)

J = L·g  (`areaIntegral`)

E = w·L/2 + g·c  (`energy`)

The squared length is written as a scalar product, so G is the Euclidean |g|².

The hypothesis `IsHeavyTop I c w g w' g'` has four fields. `deriv_w` and `deriv_g` say that `w' t` and `g' t` are the derivatives of w and g at each t; continuity of the derivatives is not required. `euler` and `poisson` are the two equations of motion. The first keeps I on the left, as I w′, so no inverse of I occurs.

`heavyTop_invariants` adds `hI : I.IsSymm` and concludes that G, J and E agree at arbitrary times `s` and `t`. `lagrange_top_axial_momentum` takes I = diag(A, A, C) and c = (0, 0, l) with real A, C, l, and concludes the same for the component L₂, which equals C w₂. `heavyTop_witness` gives one explicit solution.

## The top behind the equations

A rigid body turns about a fixed pivot in a uniform gravitational field, and all vectors are written in axes attached to the body. Then I is the inertia tensor about the pivot, w the angular velocity and L the angular momentum. A vector fixed in space has body components that obey g′ = −w × g = g × w. Euler's equation I w′ + w × L = τ, with τ the torque about the pivot, is the field `euler` with τ = g × c.

The signs fix the meaning of g and c. Take g to be the upward unit vertical and c = W r, with W the weight and r the position of the centre of mass relative to the pivot. The force −W g acts at r, the torque is r × (−W g) = g × c, and the potential energy is W times the height r·g, which is g·c. If g is read as the downward gravitational acceleration, c must be −m r for a body of mass m. In the first reading G = 1, J is the vertical component of the angular momentum, and E is the total energy. The theorem leaves the length of g free.

Symmetry of I holds for every inertia tensor, whose entries are mass-weighted sums of |x|² δᵢⱼ − xᵢ xⱼ over the positions x of the particles; here it is assumed. The equations of motion are likewise postulated, with an ideal pivot, no friction and a constant c. The theorems concern solutions defined on the whole real line. They do not address existence or uniqueness of solutions, the orientation of the body in space, or the independence of the conserved quantities. For the Lagrange top the proved content is that L₂ is conserved, which is weaker than integrability of the motion.

The same equations describe one classical rigid neutral molecule with permanent dipole μ rotating about its centre of mass in a static uniform electric field, with the induced dipole neglected, g the field in body components and c = −μ. For that isolated rigid model, the drift of G, J and E can be monitored in a numerical integration, and for a symmetric top in a nonzero field, with μ along its figure axis and this axis taken as the third body axis, J/|g| and L₂ are the classical analogues of the projections of angular momentum on the field axis and on the figure axis that label its Stark levels.

## Why the rates vanish

Two calculus facts are needed. `hasDerivAt_dot` is the product rule (x·y)′ = x′·y + x·y′ for differentiable vector paths x and y. It passes to components by `hasDerivAt_pi`, differentiates each product xᵢ yᵢ and sums. `hasDerivAt_bodyMomentum` gives L′ = I w′ by viewing Lᵢ as the scalar product of the constant row i of I with w.

For the length of g,

G′ = g′·g + g·g′ = 2 g·(g × w) = 0.

In `geometricIntegral_rate`, `h.poisson t` substitutes g′ and `dot_self_cross` sets both terms to zero.

For the projection of L on g,

J′ = (I w′)·g + L·g′ = (L × w)·g + (g × c)·g + L·(g × w).

The middle term vanishes, and (L × w)·g = L·(w × g) = −L·(g × w) cancels the last. The relation between L and w plays no part in this cancellation. `areaIntegral_rate` reflects this: `generalize` replaces I w by an arbitrary vector `L`, `simp` expands the components, and `ring` closes a polynomial identity. Neither this lemma nor the previous one assumes symmetry.

For the energy,

E′ = (w′·L + w·(I w′))/2 + g′·c.

Symmetry gives w′·(I w) = (Iᵀ w′)·w = w·(I w′), the step `hs` in `energy_rate`. Hence

E′ = w·(L × w) + w·(g × c) + (g × w)·c.

The first term vanishes, and (g × w)·c = w·(c × g) = −w·(g × c) cancels the second. The power of the torque equals the loss rate of potential energy. The same expansion and `ring` finish the lemma.

A real function whose derivative is zero everywhere is constant. This is `key` in `heavyTop_invariants`, obtained from `is_const_of_deriv_eq_zero` and applied three times.

For the Lagrange top, `h0` and `h1` record L₀ = A w₀ and L₁ = A w₁, and c₀ = c₁ = 0, so

L₂′ = (L₀ w₁ − L₁ w₀) + (g₀ c₁ − g₁ c₀) = A w₀ w₁ − A w₁ w₀ = 0.

## A precessing spherical top

`heavyTop_witness` takes I = 1, c = (0, 0, 1), w = (cos t, −sin t, 1) and g = (cos t, −sin t, 0). Here L × w = w × w = 0, and the torque g × c = (−sin t, −cos t, 0) is nonzero and equals w′. The product g × w has the same value and equals g′. Since g·c = 0 and w = g + c, the axis through the pivot and the centre of mass stays horizontal and precesses about the vertical at unit rate, while the body spins about this axis at unit rate. Substitution gives G = J = E = 1.

## Energy drift for a non-symmetric matrix

The following example is worked by direct substitution and is not among the Lean theorems. Its matrix is not the inertia tensor of any body; the example only shows that the energy statement fails without the symmetry hypothesis. Take c = 0, g = 0 and the invertible matrix I with rows (1, −1, 0), (1, 1, 0), (0, 0, 1). Then L = (w₀ − w₁, w₀ + w₁, w₂), and the Euler equation reads

w₀′ − w₁′ = w₀ w₂,  w₀′ + w₁′ = w₁ w₂,  w₂′ = −(w₀² + w₁²).

With θ = ln cosh t, a solution for all t is

w = (√2 sech t cos θ, √2 sech t sin θ, −2 tanh t).

The antisymmetric part of I drops out of w·L, so

E = |w|²/2 = sech² t + 2 tanh² t = 1 + tanh² t.

The energy equals 1 at t = 0 and approaches 2 as t grows. The step that fails is `hs`: here w·(I w′) = 0, while w′·(I w) = 2 E′ is nonzero for t ≠ 0.
